# Biorthogonal PAW datasets with independent wave differences: the same $T$ means an invertible mixing

Mixing is taken here to act on the differences between all-electron and pseudo partial waves, not on the two sets of waves separately. The reason is that the PAW transformation of one atom, $T = 1 + UP^H$, contains the waves only through $U = \Phi - \tilde\Phi$, where the columns of $\Phi$, $\tilde\Phi$ and $P$ are the all-electron waves, the pseudo waves and the projectors. Primes mark a second dataset. If both datasets are biorthogonal, have equally many waves, and $U$ has independent columns, then $T = T'$ holds exactly when $M = P^H\tilde\Phi'$ is invertible, $U' = UM$ and $P' = P(M^H)^{-1}$.

Among biorthogonal datasets with equally many waves in a finite orthonormal basis, and starting from one with independent $U$, this describes the freedom to change partial waves and projectors without changing $T$, and hence without changing $T^HT$ or any transformed operator $T^HAT$. The one-centre form of these operators, which PAW codes use, can still change; it is preserved if the new pseudo waves are also combinations of the old ones.

## Datasets as matrices

In Lean 4 with Mathlib:

```lean
import Mathlib

open Matrix

namespace PAWPartialWaveMixing
```

The file loads the library Mathlib and opens a namespace for its own definitions.

```lean
/-- A PAW dataset in a finite basis: the columns are the all-electron partial waves `phi`,
the pseudo partial waves `phit` and the projectors `proj`. -/
structure Dataset (n m : Type*) where
  phi : Matrix n m ℂ
  phit : Matrix n m ℂ
  proj : Matrix n m ℂ
```

A `Dataset n m` holds three complex matrices, with rows labelled by basis functions `n` and columns by partial waves `m`. Nothing else is built in: there are no augmentation spheres, and the two kinds of waves need not agree anywhere.

```lean
variable {n m k : Type*} [Fintype n] [DecidableEq n] [Fintype m] [DecidableEq m]
  [Fintype k] [DecidableEq k]

/-- The differences `U` of all-electron and pseudo partial waves. -/
def Dataset.diff (D : Dataset n m) : Matrix n m ℂ := D.phi - D.phit
```

The index sets `n`, `m` and `k` are finite; `k` allows a second dataset of another size. `D.diff` is $U$.

```lean
/-- The PAW transformation `T = 1 + U Pᴴ`. -/
def Dataset.transform (D : Dataset n m) : Matrix n n ℂ := 1 + D.diff * D.projᴴ
```

This is $T = 1 + UP^H$; the symbol `ᴴ` is the conjugate transpose. Matrix products act as inner products, so the basis is taken to be orthonormal.

```lean
/-- Projectors and pseudo partial waves are biorthogonal. -/
def Dataset.Biorthogonal (D : Dataset n m) : Prop := D.projᴴ * D.phit = 1
```

A `Prop` is a statement that may be true or false. This one says $P^H\tilde\Phi = 1$, or $\langle p_i|\tilde\phi_j\rangle = \delta_{ij}$: the projectors read off the coefficients of a combination of pseudo waves.

```lean
/-- The columns of `U` are linearly independent. -/
def Dataset.Independent (D : Dataset n m) : Prop := ∀ c : m → ℂ, D.diff *ᵥ c = 0 → c = 0
```

Independence says that $Uc = 0$ only for $c = 0$. Physically, no combination of partial waves with coefficients that are not all zero is left unchanged by pseudization.

```lean
/-- The mixing matrix `M = Pᴴ Phit'`: projectors of `D` on pseudo partial waves of `D'`. -/
def Dataset.mixing (D : Dataset n m) (D' : Dataset n k) : Matrix m k ℂ := D.projᴴ * D'.phit
```

The mixing matrix has entries $M_{ij} = \langle p_i|\tilde\phi'_j\rangle$. It is computed from the datasets, not postulated.

```lean
/-- The one-centre augmentation `P (Phiᴴ A Phi - Phitᴴ A Phit) Pᴴ` of an operator `A`. -/
def Dataset.augment (D : Dataset n m) (A : Matrix n n ℂ) : Matrix n n ℂ :=
  D.proj * (D.phiᴴ * A * D.phi - D.phitᴴ * A * D.phit) * D.projᴴ
```

This is the one-centre correction to an operator $A$: all-electron minus pseudo matrix elements, placed between projectors. Adding it to $A$ gives $T^HAT$ under the usual PAW assumptions: $A$ is local, the two kinds of waves agree outside the augmentation sphere, the projectors vanish there, and the pseudo waves are biorthogonal to the projectors and complete inside the sphere. For the arbitrary matrices allowed here the two can differ.

```lean
/-- The dataset mixed by `M`, with a common part `K` added to both kinds of partial waves. -/
noncomputable def Dataset.remix (D : Dataset n m) (M : Matrix m m ℂ) (K : Matrix n m ℂ) :
    Dataset n m :=
  ⟨D.phi * M + K, D.phit * M + K, D.proj * (Mᴴ)⁻¹⟩
```

`remix` builds the dataset $\Phi M + K$, $\tilde\Phi M + K$, $P(M^H)^{-1}$. The common part $K$ disappears from the difference.

## Cancelling the wave differences

```lean
omit [Fintype n] [DecidableEq n] [DecidableEq m] [Fintype k] [DecidableEq k] in
/-- Independent wave differences can be cancelled from the left of a matrix equation. -/
theorem diff_cancel {D : Dataset n m} (hU : D.Independent) {A B : Matrix m k ℂ}
    (hAB : D.diff * A = D.diff * B) : A = B := by
  ext i j
  have h0 : D.diff *ᵥ (fun i => A i j - B i j) = 0 := by
    ext a
    have h := congrFun (congrFun hAB a) j
    simp only [Matrix.mul_apply] at h
    simp only [Matrix.mulVec, dotProduct, mul_sub, Finset.sum_sub_distrib, Pi.zero_apply]
    exact sub_eq_zero.mpr h
  exact sub_eq_zero.mp (congrFun (hU _ h0) i)
```

If $UA = UB$, each column of $A - B$ is sent to zero by $U$, so it vanishes by independence. The proof fixes an entry `i j`, forms column `j` of the difference and applies `hU`.

```lean
omit [DecidableEq m] in
/-- If two datasets give the same `T` and the second is biorthogonal, then `U' = U M`. -/
theorem diff_eq_diff_mul_mixing {D : Dataset n m} {D' : Dataset n k}
    (hb' : D'.Biorthogonal) (hT : D.transform = D'.transform) :
    D'.diff = D.diff * D.mixing D' := by
  have h : D.diff * D.projᴴ = D'.diff * D'.projᴴ :=
    add_left_cancel (a := (1 : Matrix n n ℂ)) hT
  calc D'.diff = D'.diff * (D'.projᴴ * D'.phit) := by
        rw [show D'.projᴴ * D'.phit = 1 from hb', Matrix.mul_one]
    _ = D.diff * (D.projᴴ * D'.phit) := by
        rw [← Matrix.mul_assoc, ← h, Matrix.mul_assoc]
```

Equal $T$ gives $UP^H = U'P'^H$ once the identity is subtracted. Multiply on the right by $\tilde\Phi'$ and use $P'^H\tilde\Phi' = 1$:

$$U' = U'P'^H\tilde\Phi' = UP^H\tilde\Phi' = UM.$$

The `calc` block follows this chain. Independence is not needed.

```lean
/-- For biorthogonal datasets with the same `T` and independent `U`, mixing to the second
dataset and back is the identity. -/
theorem mixing_mul_mixing {D : Dataset n m} {D' : Dataset n k} (hb : D.Biorthogonal)
    (hb' : D'.Biorthogonal) (hU : D.Independent) (hT : D.transform = D'.transform) :
    D.mixing D' * D'.mixing D = 1 := by
  apply diff_cancel hU
  rw [← Matrix.mul_assoc, ← diff_eq_diff_mul_mixing hb' hT,
    ← diff_eq_diff_mul_mixing hb hT.symm, Matrix.mul_one]
```

Let $N = P'^H\tilde\Phi$ be the mixing matrix in the other direction. The previous result, used both ways, gives $U' = UM$ and $U = U'N$. Thus $UMN = U$, and cancelling $U$ leaves $MN = 1$.

```lean
/-- Biorthogonal datasets with independent wave differences and the same `T` have equally
many partial waves. -/
theorem card_partialWaves_eq {D : Dataset n m} {D' : Dataset n k} (hb : D.Biorthogonal)
    (hb' : D'.Biorthogonal) (hU : D.Independent) (hU' : D'.Independent)
    (hT : D.transform = D'.transform) : Fintype.card m = Fintype.card k := by
  -- compare the traces of M N = 1 and N M = 1
  have h := Matrix.trace_mul_comm (D.mixing D') (D'.mixing D)
  rw [mixing_mul_mixing hb hb' hU hT, mixing_mul_mixing hb' hb hU' hT.symm,
    Matrix.trace_one, Matrix.trace_one] at h
  exact_mod_cast h
```

Here the sizes may differ, and both $U$ and $U'$ are independent. Then $MN = 1$ and $NM = 1$, each of its own size. Since $\operatorname{tr}(MN) = \operatorname{tr}(NM)$, the numbers of waves are equal.

```lean
omit [DecidableEq m] in
/-- If the datasets give the same `T`, the second is biorthogonal and `U` is independent,
then `Pᴴ = M P'ᴴ`. -/
theorem proj_eq_mixing_mul {D : Dataset n m} {D' : Dataset n k} (hb' : D'.Biorthogonal)
    (hU : D.Independent) (hT : D.transform = D'.transform) :
    D.projᴴ = D.mixing D' * D'.projᴴ := by
  apply diff_cancel hU
  rw [← Matrix.mul_assoc, ← diff_eq_diff_mul_mixing hb' hT]
  exact add_left_cancel (a := (1 : Matrix n n ℂ)) hT
```

From $UP^H = U'P'^H = UMP'^H$, cancelling $U$ gives $P^H = MP'^H$.

## The equivalence

```lean
/-- Two biorthogonal datasets, the first with independent `U`, give the same `T` exactly when
`M = Pᴴ Phit'` is invertible, `U' = U M` and `P' = P (Mᴴ)⁻¹`. -/
theorem transform_eq_iff_mixing {D D' : Dataset n m} (hb : D.Biorthogonal)
    (hb' : D'.Biorthogonal) (hU : D.Independent) :
    D.transform = D'.transform ↔
      IsUnit (D.mixing D') ∧ D'.diff = D.diff * D.mixing D' ∧
        D'.proj = D.proj * ((D.mixing D')ᴴ)⁻¹ := by
  constructor
  · intro hT
    have hMN := mixing_mul_mixing hb hb' hU hT
    have hNM := mul_eq_one_comm.mp hMN
    have h1 : (D.mixing D')ᴴ * (D'.mixing D)ᴴ = 1 := by
      rw [← conjTranspose_mul, hNM, conjTranspose_one]
    have hP : D.proj = D'.proj * (D.mixing D')ᴴ := by
      have h := congrArg conjTranspose (proj_eq_mixing_mul hb' hU hT)
      simpa only [conjTranspose_mul, conjTranspose_conjTranspose] using h
    refine ⟨⟨⟨_, _, hMN, hNM⟩, rfl⟩, diff_eq_diff_mul_mixing hb' hT, ?_⟩
    calc D'.proj = D'.proj * ((D.mixing D')ᴴ * (D'.mixing D)ᴴ) := by
          rw [h1, Matrix.mul_one]
      _ = D.proj * ((D.mixing D')ᴴ)⁻¹ := by
          rw [Matrix.inv_eq_right_inv h1, ← Matrix.mul_assoc, ← hP]
  · rintro ⟨hM, hd, hp⟩
    obtain ⟨N, hMN⟩ := hM.exists_right_inv
    have hi : ((D.mixing D')ᴴ)⁻¹ = Nᴴ := Matrix.inv_eq_right_inv (by
      rw [← conjTranspose_mul, mul_eq_one_comm.mp hMN, conjTranspose_one])
    have hp' : D'.projᴴ = N * D.projᴴ := by
      rw [hp, hi, conjTranspose_mul, conjTranspose_conjTranspose]
    -- the mixing cancels between waves and projectors
    rw [Dataset.transform, Dataset.transform, hd, hp', Matrix.mul_assoc,
      ← Matrix.mul_assoc (D.mixing D'), hMN, Matrix.one_mul]
```

Both datasets now have type `Dataset n m`, so $M$ is square. `IsUnit` means invertible, and `↔` means "exactly when". Independence is assumed for $U$ only.

From left to right, $MN = 1$ implies $NM = 1$ for square matrices, so $M$ is invertible. The law $U' = UM$ is already known. The adjoint of $P^H = MP'^H$ is $P = P'M^H$. Because $M^HN^H = (NM)^H = 1$,

$$P' = P'M^HN^H = PN^H = P(M^H)^{-1}.$$

From right to left, the projector law gives $P'^H = M^{-1}P^H$, and therefore

$$U'P'^H = UMM^{-1}P^H = UP^H.$$

The tactic `constructor` separates these two directions.

```lean
/-- Mixing a biorthogonal dataset by any invertible `M`, and adding to both kinds of waves a
common part `K` that the projectors do not see, keeps biorthogonality and `T`. -/
theorem remix_biorthogonal_and_transform {D : Dataset n m} (hb : D.Biorthogonal)
    {M : Matrix m m ℂ} (hM : IsUnit M) {K : Matrix n m ℂ} (hK : D.projᴴ * K = 0) :
    (D.remix M K).Biorthogonal ∧ (D.remix M K).transform = D.transform := by
  obtain ⟨N, hMN⟩ := hM.exists_right_inv
  have hNM := mul_eq_one_comm.mp hMN
  have hi : (Mᴴ)⁻¹ = Nᴴ := Matrix.inv_eq_right_inv (by
    rw [← conjTranspose_mul, hNM, conjTranspose_one])
  have hp : (D.remix M K).projᴴ = N * D.projᴴ := by
    change (D.proj * (Mᴴ)⁻¹)ᴴ = _
    rw [hi, conjTranspose_mul, conjTranspose_conjTranspose]
  have hd : (D.remix M K).diff = D.diff * M := by
    simp only [Dataset.diff, Dataset.remix, Matrix.sub_mul]
    abel
  constructor
  · change (D.remix M K).projᴴ * (D.phit * M + K) = 1
    rw [hp, Matrix.mul_assoc, Matrix.mul_add, ← Matrix.mul_assoc D.projᴴ,
      show D.projᴴ * D.phit = 1 from hb, hK, Matrix.one_mul, add_zero, hNM]
  · rw [Dataset.transform, Dataset.transform, hd, hp, Matrix.mul_assoc,
      ← Matrix.mul_assoc M, hMN, Matrix.one_mul]
```

Any invertible $M$ may be used for remixing, together with any $K$ satisfying $P^HK = 0$. Biorthogonality survives because

$$M^{-1}P^H(\tilde\Phi M + K) = M^{-1}M = 1,$$

and $T$ survives because the new difference is $UM$. The same multiplication without the factor $M^{-1}$, a step by hand that the theorem does not state, shows that the mixing matrix of the new dataset is the chosen $M$.

## What happens to the augmentation

```lean
/-- If two biorthogonal datasets, the first with independent `U`, give the same `T`, and the pseudo
partial waves of the second are combinations of those of the first, then both give the same
one-centre augmentation of every operator `A`. -/
theorem augment_eq_of_transform_eq {D D' : Dataset n m} (hb : D.Biorthogonal)
    (hb' : D'.Biorthogonal) (hU : D.Independent) (hT : D.transform = D'.transform)
    {C : Matrix m m ℂ} (hC : D'.phit = D.phit * C) (A : Matrix n n ℂ) :
    D'.augment A = D.augment A := by
  have hMC : D.mixing D' = C := by
    rw [Dataset.mixing, hC, ← Matrix.mul_assoc,
      show D.projᴴ * D.phit = 1 from hb, Matrix.one_mul]
  have h1 : D'.phit * D'.projᴴ = D.phit * D.projᴴ := by
    rw [proj_eq_mixing_mul hb' hU hT, hMC, ← Matrix.mul_assoc, ← hC]
  have h2 : D'.phi * D'.projᴴ = D.phi * D.projᴴ := by
    have h : D.diff * D.projᴴ = D'.diff * D'.projᴴ :=
      add_left_cancel (a := (1 : Matrix n n ℂ)) hT
    simp only [Dataset.diff, Matrix.sub_mul] at h
    rw [h1] at h
    exact (sub_left_inj.mp h).symm
  -- the augmentation depends only on the products Phi Pᴴ and Phit Pᴴ
  have key : ∀ E : Dataset n m, E.augment A =
      (E.phi * E.projᴴ)ᴴ * A * (E.phi * E.projᴴ)
        - (E.phit * E.projᴴ)ᴴ * A * (E.phit * E.projᴴ) := by
    intro E
    simp only [Dataset.augment, conjTranspose_mul, conjTranspose_conjTranspose,
      Matrix.mul_sub, Matrix.sub_mul, Matrix.mul_assoc]
  rw [key, key, h1, h2]
```

Take two biorthogonal datasets with the same $T$ and independent $U$, and suppose also that $\tilde\Phi' = \tilde\Phi C$. Biorthogonality gives $M = P^H\tilde\Phi C = C$, so

$$\tilde\Phi'P'^H = \tilde\Phi MP'^H = \tilde\Phi P^H.$$

Adding this to $U'P'^H = UP^H$ shows that $\Phi'P'^H = \Phi P^H$ too. The step `key` writes the augmentation as

$$(\Phi P^H)^HA(\Phi P^H) - (\tilde\Phi P^H)^HA(\tilde\Phi P^H),$$

which is therefore the same for both datasets and every $A$.

## Two small examples

```lean
/-- A dataset with two partial waves in a three-dimensional basis. -/
def exA : Dataset (Fin 3) (Fin 2) :=
  ⟨!![1, 1; 0, 1; 1, 0], !![1, 0; 0, 1; 0, 0], !![1, 0; 0, 1; 0, 0]⟩
```

Semicolons separate matrix rows. The differences are the columns $u_1 = (0,0,1)$ and $u_2 = (1,0,0)$.

```lean
/-- A second dataset with two partial waves in the same basis. -/
def exB : Dataset (Fin 3) (Fin 2) :=
  ⟨!![1, 2; 0, 1; 1, 2], !![1, 1; 0, 1; 0, 1], !![1, 0; -1, 1; 0, 0]⟩
```

The new differences are $u'_1 = u_1$ and $u'_2 = u_1 + u_2$. The mixing matrix, computed from its definition, is $M = P^H\tilde\Phi' = \begin{pmatrix}1&1\\0&1\end{pmatrix}$, in agreement with $U' = UM$.

```lean
/-- The datasets `exA` and `exB` are biorthogonal, `exA` has independent wave differences and
both give the same `T`, yet the pseudo partial waves are not related by `Phit' = Phit M`. -/
theorem transform_eq_witness :
    exA.Biorthogonal ∧ exB.Biorthogonal ∧ exA.Independent ∧
      exA.transform = exB.transform ∧ exB.phit ≠ exA.phit * exA.mixing exB := by
  refine ⟨?_, ?_, ?_, ?_, ?_⟩
  · unfold Dataset.Biorthogonal
    ext i j
    fin_cases i <;> fin_cases j <;> simp [exA, Matrix.mul_apply, Fin.sum_univ_succ]
  · unfold Dataset.Biorthogonal
    ext i j
    fin_cases i <;> fin_cases j <;> simp [exB, Matrix.mul_apply, Fin.sum_univ_succ]
  · intro c hc
    have h0 := congrFun hc 0
    have h2 := congrFun hc 2
    simp [Dataset.diff, exA, Matrix.mulVec, dotProduct, Fin.sum_univ_two] at h0 h2
    ext i
    fin_cases i <;> simp [h0, h2]
  · unfold Dataset.transform
    congr 1
    ext i j
    fin_cases i <;> fin_cases j <;>
      norm_num [Dataset.diff, exA, exB, Matrix.mul_apply, Fin.sum_univ_succ]
  · intro h
    have h21 := congrFun (congrFun h 2) 1
    simp [exA, exB, Matrix.mul_apply, Fin.sum_univ_two] at h21
```

The pair satisfies every hypothesis of the equivalence and has equal $T$, yet $\tilde\Phi' \ne \tilde\Phi M$: the second new pseudo wave has a third component that no old pseudo wave has. The augmentation of $A = 1$ then differs too. Computed by hand, its upper left block is $\begin{pmatrix}1&1\\1&1\end{pmatrix}$ for `exA` and $\begin{pmatrix}1&2\\2&1\end{pmatrix}$ for `exB`, with zeros elsewhere, so equal $T$ alone does not fix the augmentation. The example is purely algebraic: for `exB` the identity plus this augmentation is a singular overlap matrix, which a calculation could not use. The proof compares matrix entries, with `fin_cases` listing the indices.

```lean
/-- The dataset whose single partial wave, pseudo wave and projector all equal `v`. -/
def single (v : Matrix (Fin 2) (Fin 1) ℂ) : Dataset (Fin 2) (Fin 1) := ⟨v, v, v⟩
```

`single v` uses one vector as all-electron wave, pseudo wave and projector, so $U = 0$.

```lean
/-- The datasets `single` built on the two standard basis vectors are biorthogonal and give the same
`T`, but the mixing matrix between them is zero. -/
theorem mixing_zero_without_independence :
    (single !![1; 0]).Biorthogonal ∧ (single !![0; 1]).Biorthogonal ∧
      (single !![1; 0]).transform = (single !![0; 1]).transform ∧
      (single !![1; 0]).mixing (single !![0; 1]) = 0 := by
  refine ⟨?_, ?_, ?_, ?_⟩
  · unfold Dataset.Biorthogonal
    ext i j
    fin_cases i; fin_cases j
    simp [single, Matrix.mul_apply, Fin.sum_univ_two]
  · unfold Dataset.Biorthogonal
    ext i j
    fin_cases i; fin_cases j
    simp [single, Matrix.mul_apply, Fin.sum_univ_two]
  · simp only [Dataset.transform, Dataset.diff, single, sub_self, Matrix.zero_mul]
  · ext i j
    fin_cases i; fin_cases j
    simp [Dataset.mixing, single, Matrix.mul_apply, Fin.sum_univ_two]

end PAWPartialWaveMixing
```

For two orthogonal unit vectors, both datasets are biorthogonal and both have $T = 1$, but $M = 0$. Without independence of $U$, equal transformations therefore do not force an invertible mixing.

```lean
#print axioms PAWPartialWaveMixing.transform_eq_iff_mixing
#print axioms PAWPartialWaveMixing.remix_biorthogonal_and_transform
#print axioms PAWPartialWaveMixing.augment_eq_of_transform_eq
#print axioms PAWPartialWaveMixing.mixing_zero_without_independence
```

```
'PAWPartialWaveMixing.transform_eq_iff_mixing' depends on axioms: [propext, Classical.choice, Quot.sound]
'PAWPartialWaveMixing.remix_biorthogonal_and_transform' depends on axioms: [propext, Classical.choice, Quot.sound]
'PAWPartialWaveMixing.augment_eq_of_transform_eq' depends on axioms: [propext, Classical.choice, Quot.sound]
'PAWPartialWaveMixing.mixing_zero_without_independence' depends on axioms: [propext, Classical.choice, Quot.sound]
```
